# Bounding the squared mean reweighting factor from below when the shadow energy error is within d of a constant

A finite set of states carries arbitrary probabilities `p i`, nonnegative and summing to 1, along with a true energy `H i` and a shadow energy `S i`, both real and in units of the thermal energy. Each state has the reweighting factor w = exp(−(H − S)), and the difference H − S is assumed to stay within d of a constant c. The theorem `sq_mean_weight_ge_of_offset` states that ⟨w²⟩ / cosh²(d) ≤ ⟨w⟩², where the averages are taken with `p`. The proof applies the case without an offset to the shifted shadow energy S + c. This shift multiplies every weight by exp(c), so the original weights are exp(−c) times the shifted ones, and multiplying both sides of the shifted inequality by exp(−c)² gives the result.

Lean 4 with Mathlib refuses this proof:

```lean
import Mathlib

open Finset

namespace ShadowReweighting

noncomputable section

variable {ι : Type*} [Fintype ι]

/-- Average of an observable `f` over a finite ensemble with probabilities `p`. -/
def mean (p f : ι → ℝ) : ℝ := ∑ i, p i * f i

/-- Factor that reweights a state from the shadow energy `S` to the true energy `H`,
both in units of the thermal energy. -/
def shadowWeight {ι : Type*} (H S : ι → ℝ) (i : ι) : ℝ := Real.exp (-(H i - S i))

/-- The average of `(w - e^(-d)) (e^d - w)` in terms of the first two moments of the weights. -/
theorem mean_chord (p w : ι → ℝ) (d : ℝ) (hp1 : ∑ i, p i = 1) :
    mean p (fun i => (w i - Real.exp (-d)) * (Real.exp d - w i)) =
      2 * Real.cosh d * mean p w - 1 - mean p (fun i => w i ^ 2) := by
  have he : Real.exp d * Real.exp (-d) = 1 := by
    rw [← Real.exp_add, add_neg_cancel, Real.exp_zero]
  unfold mean
  calc ∑ i, p i * ((w i - Real.exp (-d)) * (Real.exp d - w i))
      = ∑ i, (2 * Real.cosh d * (p i * w i) - p i - p i * w i ^ 2) := by
        refine Finset.sum_congr rfl (fun i _ => ?_)
        rw [Real.cosh_eq]
        linear_combination (-p i) * he
    _ = _ := by
        rw [Finset.sum_sub_distrib, Finset.sum_sub_distrib, ← Finset.mul_sum, hp1]

/-- For a shadow error `x` of magnitude at most `d`, the product `(e^(-x) - e^(-d)) (e^d - e^(-x))`
is nonnegative. -/
theorem chord_nonneg {x d : ℝ} (h : |x| ≤ d) :
    0 ≤ (Real.exp (-x) - Real.exp (-d)) * (Real.exp d - Real.exp (-x)) := by
  have h' := abs_le.1 h
  exact mul_nonneg (sub_nonneg.2 (Real.exp_le_exp.2 (by linarith [h'.2])))
    (sub_nonneg.2 (Real.exp_le_exp.2 (by linarith [h'.1])))

/-- If the shadow error is at most `d` in magnitude, the squared mean weight is at least
the mean squared weight divided by `cosh(d)^2`. -/
theorem sq_mean_weight_ge (p H S : ι → ℝ) (d : ℝ) (hp : ∀ i, 0 ≤ p i)
    (hp1 : ∑ i, p i = 1) (hd : ∀ i, |H i - S i| ≤ d) :
    mean p (fun i => shadowWeight H S i ^ 2) / Real.cosh d ^ 2 ≤
      mean p (shadowWeight H S) ^ 2 := by
  have hid := mean_chord p (shadowWeight H S) d hp1
  have hnn : 0 ≤ mean p (fun i => (shadowWeight H S i - Real.exp (-d)) *
      (Real.exp d - shadowWeight H S i)) :=
    Finset.sum_nonneg (fun i _ => mul_nonneg (hp i) (chord_nonneg (hd i)))
  rw [div_le_iff₀ (pow_pos (Real.cosh_pos d) 2)]
  -- complete the square in `cosh d * ⟨w⟩`
  nlinarith [sq_nonneg (Real.cosh d * mean p (shadowWeight H S) - 1)]

/-- Main bound: if the shadow error stays within `d` of a constant offset `c`, the squared mean
weight is at least the mean squared weight divided by `cosh(d)^2`. -/
theorem sq_mean_weight_ge_of_offset (p H S : ι → ℝ) (c d : ℝ) (hp : ∀ i, 0 ≤ p i)
    (hp1 : ∑ i, p i = 1) (hd : ∀ i, |H i - S i - c| ≤ d) :
    mean p (fun i => shadowWeight H S i ^ 2) / Real.cosh d ^ 2 ≤
      mean p (shadowWeight H S) ^ 2 := by
  have h := sq_mean_weight_ge p H (fun i => S i + c) d hp hp1
    (fun i => by rw [← sub_sub]; exact hd i)
  -- the offset multiplies every weight by the same factor
  have hw : ∀ i, shadowWeight H S i =
      Real.exp (-c) * shadowWeight H (fun i => S i + c) i := by
    intro i
    unfold shadowWeight
    rw [← Real.exp_add]
    congr 1
    ring
  have e1 : mean p (shadowWeight H S) =
      Real.exp (-c) * mean p (shadowWeight H (fun i => S i + c)) := by
    unfold mean
    rw [Finset.mul_sum]
    exact Finset.sum_congr rfl (fun i _ => by rw [hw i]; ring)
  have e2 : mean p (fun i => shadowWeight H S i ^ 2) =
      Real.exp (-c) ^ 2 * mean p (fun i => shadowWeight H (fun i => S i + c) i ^ 2) := by
    unfold mean
    rw [Finset.mul_sum]
    exact Finset.sum_congr rfl (fun i _ => by rw [hw i]; ring)
  rw [e1, e2, mul_pow, mul_div_assoc]
  exact mul_le_mul_of_nonneg_left h (sq_nonneg _)

end

end ShadowReweighting
```

Lean reports:

```
Main.lean:80:50: error: Tactic `rewrite` failed: Did not find an occurrence of the pattern
  shadowWeight H S i
in the target expression
  p i * (fun i => shadowWeight H S i ^ 2) i =
    Real.exp (-c) ^ 2 * (p i * (fun i => shadowWeight H (fun i => S i + c) i ^ 2) i)

ι : Type u_1
inst✝ : Fintype ι
p H S : ι → ℝ
c d : ℝ
hp : ∀ (i : ι), 0 ≤ p i
hp1 : ∑ i, p i = 1
hd : ∀ (i : ι), |H i - S i - c| ≤ d
h :
  (mean p fun i => shadowWeight H (fun i => S i + c) i ^ 2) / Real.cosh d ^ 2 ≤
    mean p (shadowWeight H fun i => S i + c) ^ 2
hw : ∀ (i : ι), shadowWeight H S i = Real.exp (-c) * shadowWeight H (fun i => S i + c) i
e1 : mean p (shadowWeight H S) = Real.exp (-c) * mean p (shadowWeight H fun i => S i + c)
i : ι
x✝ : i ∈ univ
⊢ p i * (fun i => shadowWeight H S i ^ 2) i =
    Real.exp (-c) ^ 2 * (p i * (fun i => shadowWeight H (fun i => S i + c) i ^ 2) i)
```

What went wrong. The error is in `e2`, which pulls the factor exp(−c)² out of the mean squared weight. There the observable passed to `mean` is the function `fun i => shadowWeight H S i ^ 2`, and in the goal for a single term of the sum it still stands unevaluated, as `(fun i => shadowWeight H S i ^ 2) i`.

The step `rw [hw i]` looks for `shadowWeight H S i` with the particular state `i` of that term. The `i` inside the function is its own bound variable, which only shares the name, so `rw` finds no occurrence and fails. The similar line in `e1` is not affected, because there the observable is `shadowWeight H S` itself, and applying it to `i` gives the pattern directly.

The one change adds `beta_reduce` before the rewrite. It evaluates the applied functions, turning the left side into `p i * shadowWeight H S i ^ 2`. Now `rw [hw i]` finds its pattern, and `ring` proves the resulting identity.

The mended proof, as a diff:

```diff
@@ -78,5 +78,5 @@
     unfold mean
     rw [Finset.mul_sum]
-    exact Finset.sum_congr rfl (fun i _ => by rw [hw i]; ring)
+    exact Finset.sum_congr rfl (fun i _ => by beta_reduce; rw [hw i]; ring)
   rw [e1, e2, mul_pow, mul_div_assoc]
   exact mul_le_mul_of_nonneg_left h (sq_nonneg _)
```
